# Fermi-smeared free energy at fixed electron number: a derivative without occupation or orbital derivatives

If forces in a non-orthogonal basis are computed from the derivative of the Hamiltonian alone, they can disagree with finite differences of the energy when the overlap matrix changes with geometry. With smeared occupations a second mismatch can appear when the band energy is differenced instead of the free energy, because the occupations can move too. For non-interacting levels in a finite basis, at fixed temperature and electron number and with orbitals continuous at the geometry considered, both are settled by the derivative of the electronic free energy \(A\),

\[ A'=\sum_k f_k\,c_k^\dagger(H'-e_kS')c_k . \]

Here \(H\) and \(S\) are the Hamiltonian and overlap matrices, \(f_k\) is the Fermi occupation of the level \(e_k\), and \(c_k\) is column \(k\) of the coefficient matrix \(C\), normalised so that \(c_k^\dagger Sc_k=1\). The geometry parameter is \(t\), and a prime is \(d/dt\) at \(t_0\). The index type `n` labels basis functions and `m` labels orbitals.

In Lean 4 with Mathlib:

```lean
import Mathlib

open Matrix Filter Topology

namespace SmearedPulayForce

noncomputable section

variable {n m : Type*} [Fintype n] [Fintype m] [DecidableEq m]
```

## Orbitals, occupations and free energy

The orbitals satisfy \(C^\dagger SC=1\) and \(HC=SCE\), with \(H,S\) Hermitian and \(E\) the diagonal matrix of real levels \(e_k\). \(C\) may be rectangular, so a subset of the orbitals is allowed.

```lean
/-- Orbitals `C` with real levels `e` for a Hermitian Hamiltonian `H` and a Hermitian overlap
matrix `S`: they are `S`-orthonormal and solve `H C = S C E`. -/
structure IsOrbitalSet (H S : Matrix n n ℂ) (C : Matrix n m ℂ) (e : m → ℝ) : Prop where
  hermH : H.IsHermitian
  hermS : S.IsHermitian
  orthonormal : Cᴴ * S * C = 1
  eigen : H * C = S * C * diagonal (fun k => (e k : ℂ))
```

The occupation is \(f=1/(1+e^{(\varepsilon-\mu)/T})\), with \(T\) in energy units and at most one electron per level.

```lean
/-- The Fermi occupation of a level `ε` at temperature `T` and chemical potential `μ`. -/
def fermi (T μ ε : ℝ) : ℝ := 1 / (1 + Real.exp ((ε - μ) / T))
```

The electron number is \(N=\sum_k f_k\).

```lean
/-- The number of electrons held by the levels `e`. -/
def electronNumber (T μ : ℝ) (e : m → ℝ) : ℝ := ∑ k, fermi T μ (e k)
```

One level contributes \(f\varepsilon+T[f\ln f+(1-f)\ln(1-f)]\), its band energy minus \(T\) times its entropy.

```lean
/-- The contribution of one level to the free energy: band energy minus `T` times entropy. -/
def levelFreeEnergy (T μ ε : ℝ) : ℝ :=
  fermi T μ ε * ε + T * (fermi T μ ε * Real.log (fermi T μ ε)
    + (1 - fermi T μ ε) * Real.log (1 - fermi T μ ε))
```

Summing over levels gives \(A\).

```lean
/-- The electronic free energy `A` of the levels `e` with Fermi occupations. -/
def freeEnergy (T μ : ℝ) (e : m → ℝ) : ℝ := ∑ k, levelFreeEnergy T μ (e k)
```

The term \(c_k^\dagger(H'-e_kS')c_k\) is a diagonal element of a matrix product, and is complex by type.

```lean
/-- The matrix element `c_kᴴ (H' - e_k S') c_k` of orbital `k`. -/
def pulayTerm (H' S' : Matrix n n ℂ) (C : Matrix n m ℂ) (e : m → ℝ) (k : m) : ℂ :=
  (Cᴴ * (H' - (e k : ℂ) • S') * C) k k
```

Weights \(w_k\) define \(\sum_k w_kc_kc_k^\dagger\).

```lean
/-- The matrix `∑ w_k c_k c_kᴴ` built from the orbitals with weights `w`. -/
def weightedDensity (C : Matrix n m ℂ) (w : m → ℝ) : Matrix n n ℂ :=
  C * diagonal (fun k => (w k : ℂ)) * Cᴴ
```

## Levels at two geometries

Let subscripts 0 and 1 mark two geometries. The new eigenvalue equation and the adjoint of the old one give

\[ (C_0^\dagger H_1C_1)_{kk}=e_{1,k}(C_0^\dagger S_1C_1)_{kk},\qquad (C_0^\dagger H_0C_1)_{kk}=e_{0,k}(C_0^\dagger S_0C_1)_{kk}. \]

Subtract them, then subtract \(e_{0,k}(C_0^\dagger(S_1-S_0)C_1)_{kk}\) from both sides:

\[ (e_{1,k}-e_{0,k})(C_0^\dagger S_1C_1)_{kk}=\big(C_0^\dagger[(H_1-H_0)-e_{0,k}(S_1-S_0)]C_1\big)_{kk}. \]

This is exact for any displacement. In the proof, `h1` and `h2` are the two equations.

```lean
/-- Exact relation between the levels at two geometries, through matrix elements taken between
the old and the new orbitals. -/
theorem level_difference {H₀ S₀ H₁ S₁ : Matrix n n ℂ} {C₀ C₁ : Matrix n m ℂ} {e₀ e₁ : m → ℝ}
    (a : IsOrbitalSet H₀ S₀ C₀ e₀) (b : IsOrbitalSet H₁ S₁ C₁ e₁) (k : m) :
    ((e₁ k : ℂ) - e₀ k) * (C₀ᴴ * S₁ * C₁) k k =
      (C₀ᴴ * ((H₁ - H₀) - (e₀ k : ℂ) • (S₁ - S₀)) * C₁) k k := by
  have h1 : (C₀ᴴ * H₁ * C₁) k k = (C₀ᴴ * S₁ * C₁) k k * (e₁ k : ℂ) := by
    rw [Matrix.mul_assoc, b.eigen, ← Matrix.mul_assoc, ← Matrix.mul_assoc, Matrix.mul_diagonal]
  -- the adjoint eigenvalue equation of the old orbitals
  have hs : star (fun k => (e₀ k : ℂ)) = fun k => (e₀ k : ℂ) :=
    funext fun k => Complex.conj_ofReal _
  have hl : C₀ᴴ * H₀ = diagonal (fun k => (e₀ k : ℂ)) * (C₀ᴴ * S₀) := by
    have h := congrArg Matrix.conjTranspose a.eigen
    rw [Matrix.conjTranspose_mul, Matrix.conjTranspose_mul, Matrix.conjTranspose_mul,
      a.hermH.eq, a.hermS.eq, Matrix.diagonal_conjTranspose, hs] at h
    exact h
  have h2 : (C₀ᴴ * H₀ * C₁) k k = (e₀ k : ℂ) * (C₀ᴴ * S₀ * C₁) k k := by
    rw [hl, Matrix.mul_assoc, Matrix.diagonal_mul]
  simp only [Matrix.mul_sub, Matrix.sub_mul, Matrix.mul_smul, Matrix.smul_mul,
    Matrix.sub_apply, Matrix.smul_apply, smul_eq_mul]
  linear_combination -h1 + h2
```

## The derivative of a level

A matrix element is a finite sum of products, so it converges when its entries do.

```lean
omit [Fintype m] [DecidableEq m] in
/-- Matrix elements `(A M B)_kk` converge when the entries of `M` and `B` do. -/
theorem tendsto_element {l : Filter ℝ} (A : Matrix m n ℂ) {M : ℝ → Matrix n n ℂ}
    {B : ℝ → Matrix n m ℂ} {M₀ : Matrix n n ℂ} {B₀ : Matrix n m ℂ}
    (hM : ∀ i j, Tendsto (fun t => M t i j) l (𝓝 (M₀ i j)))
    (hB : ∀ i k, Tendsto (fun t => B t i k) l (𝓝 (B₀ i k))) (k : m) :
    Tendsto (fun t => (A * M t * B t) k k) l (𝓝 ((A * M₀ * B₀) k k)) := by
  simp only [Matrix.mul_apply]
  exact tendsto_finsetSum _ fun j _ =>
    (tendsto_finsetSum _ fun i _ => (hM i j).const_mul _).mul (hB j k)
```

Divide the exact relation by \(t-t_0\). On the right the difference quotients tend to \(H'-e_kS'\) and \(C(t)\to C(t_0)\) (`hN`). On the left the mixed overlap tends to \((C^\dagger SC)_{kk}=1\) (`hD`), so it is nonzero near \(t_0\) and can be divided out. Hence

\[ e_k'=c_k^\dagger(H'-e_kS')c_k . \]

The orbitals need only be continuous at \(t_0\). That is a real condition at a degeneracy, where a diagonaliser may return orbitals that jump.

```lean
variable {H S : ℝ → Matrix n n ℂ} {C : ℝ → Matrix n m ℂ} {e : ℝ → m → ℝ}
  {H' S' : Matrix n n ℂ} {t₀ : ℝ}

/-- If the orbitals are continuous at `t₀`, each level is differentiable there with derivative
`c_kᴴ (H' - e_k S') c_k`. -/
theorem level_hasDerivAt (orb : ∀ t, IsOrbitalSet (H t) (S t) (C t) (e t))
    (hH : ∀ i j, HasDerivAt (fun t => H t i j) (H' i j) t₀)
    (hS : ∀ i j, HasDerivAt (fun t => S t i j) (S' i j) t₀)
    (hC : ∀ i k, ContinuousAt (fun t => C t i k) t₀) (k : m) :
    HasDerivAt (fun t => (e t k : ℂ)) (pulayTerm H' S' (C t₀) (e t₀) k) t₀ := by
  rw [hasDerivAt_iff_tendsto_slope]
  have hC' : ∀ i k, Tendsto (fun t => C t i k) (𝓝[≠] t₀) (𝓝 (C t₀ i k)) :=
    fun i k => (hC i k).tendsto.mono_left nhdsWithin_le_nhds
  -- the mixed overlap tends to one
  have hD : Tendsto (fun t => ((C t₀)ᴴ * S t * C t) k k) (𝓝[≠] t₀) (𝓝 1) := by
    have h := tendsto_element (C t₀)ᴴ
      (fun i j => (hS i j).continuousAt.tendsto.mono_left nhdsWithin_le_nhds) hC' k
    rw [(orb t₀).orthonormal, Matrix.one_apply_eq] at h
    exact h
  -- the difference quotients of the matrices tend to their derivatives
  have hN : Tendsto (fun t => ((C t₀)ᴴ * ((((t - t₀)⁻¹ : ℝ) : ℂ) •
      ((H t - H t₀) - (e t₀ k : ℂ) • (S t - S t₀))) * C t) k k) (𝓝[≠] t₀)
      (𝓝 (pulayTerm H' S' (C t₀) (e t₀) k)) := by
    refine tendsto_element (C t₀)ᴴ (fun i j => ?_) hC' k
    have h := (hasDerivAt_iff_tendsto_slope.1 (hH i j)).sub
      ((hasDerivAt_iff_tendsto_slope.1 (hS i j)).const_mul (e t₀ k : ℂ))
    refine Tendsto.congr (fun t => ?_) h
    simp only [slope_def_module, Complex.real_smul, Matrix.smul_apply, Matrix.sub_apply,
      smul_eq_mul]
    ring
  have hQ := hN.div hD one_ne_zero
  rw [div_one] at hQ
  refine Tendsto.congr' ?_ hQ
  filter_upwards [hD.eventually_ne one_ne_zero] with t ht
  simp only [Pi.div_apply, slope_def_module, Complex.real_smul]
  rw [div_eq_iff ht, Matrix.mul_smul, Matrix.smul_mul, Matrix.smul_apply, smul_eq_mul,
    ← level_difference (orb t₀) (orb t) k]
  ring
```

## The occupation response

The product rule gives, for one level,

\[ f\varepsilon'+f'\varepsilon+Tf'\,[\ln f+1-\ln(1-f)-1]. \]

Since \(1-f=e^{(\varepsilon-\mu)/T}f\), we have \(T[\ln f-\ln(1-f)]=\mu-\varepsilon\) (`hlog`), and the sum collapses to \(f\varepsilon'+\mu f'\).

```lean
/-- When a level and its Fermi occupation `f` vary, the free energy of that level changes at the
rate `f ε' + μ f'`. -/
theorem levelFreeEnergy_hasDerivAt {T : ℝ} (hT : 0 < T) {μ ε : ℝ → ℝ} {ε' f' : ℝ}
    (hε : HasDerivAt ε ε' t₀) (hf : HasDerivAt (fun t => fermi T (μ t) (ε t)) f' t₀) :
    HasDerivAt (fun t => levelFreeEnergy T (μ t) (ε t))
      (fermi T (μ t₀) (ε t₀) * ε' + μ t₀ * f') t₀ := by
  have hp : 0 < 1 + Real.exp ((ε t₀ - μ t₀) / T) := by positivity
  have h0 : 0 < fermi T (μ t₀) (ε t₀) := one_div_pos.2 hp
  have hmul : fermi T (μ t₀) (ε t₀) * (1 + Real.exp ((ε t₀ - μ t₀) / T)) = 1 :=
    one_div_mul_cancel hp.ne'
  have hhole : 1 - fermi T (μ t₀) (ε t₀)
      = Real.exp ((ε t₀ - μ t₀) / T) * fermi T (μ t₀) (ε t₀) := by
    linear_combination -hmul
  have h1 : 1 - fermi T (μ t₀) (ε t₀) ≠ 0 := by
    rw [hhole]; positivity
  -- stationarity of the Fermi occupation
  have hlog : T * (Real.log (fermi T (μ t₀) (ε t₀)) - Real.log (1 - fermi T (μ t₀) (ε t₀)))
      = μ t₀ - ε t₀ := by
    have hx : T * ((ε t₀ - μ t₀) / T) = ε t₀ - μ t₀ := by field_simp
    rw [hhole, Real.log_mul (Real.exp_ne_zero _) h0.ne', Real.log_exp]
    linear_combination -hx
  have c1 : fermi T (μ t₀) (ε t₀) * (f' / fermi T (μ t₀) (ε t₀)) = f' :=
    mul_div_cancel₀ f' h0.ne'
  have c2 : (1 - fermi T (μ t₀) (ε t₀)) * (-f' / (1 - fermi T (μ t₀) (ε t₀))) = -f' :=
    mul_div_cancel₀ (-f') h1
  have hg := hf.const_sub 1
  refine ((hf.fun_mul hε).fun_add (((hf.fun_mul (hf.log h0.ne')).fun_add
    (hg.fun_mul (hg.log h1))).const_mul T)).congr_deriv ?_
  linear_combination f' * hlog + T * c1 + T * c2
```

Summing over levels and using \(\sum_kf_k'=N'\),

\[ A'=\sum_kf_k\,c_k^\dagger(H'-e_kS')c_k+\mu N'. \]

The statement lives in \(\mathbb C\), so no imaginary part is discarded; `hre` shows that the matrix elements are real. Differentiability of \(\mu\) is assumed.

```lean
/-- For an electron number changing at the rate `N'`, the free energy has derivative
`∑ f_k c_kᴴ (H' - e_k S') c_k + μ N'`. -/
theorem freeEnergy_hasDerivAt_open {T : ℝ} (hT : 0 < T) {μ : ℝ → ℝ} {N' : ℝ}
    (orb : ∀ t, IsOrbitalSet (H t) (S t) (C t) (e t))
    (hH : ∀ i j, HasDerivAt (fun t => H t i j) (H' i j) t₀)
    (hS : ∀ i j, HasDerivAt (fun t => S t i j) (S' i j) t₀)
    (hC : ∀ i k, ContinuousAt (fun t => C t i k) t₀) (hμ : DifferentiableAt ℝ μ t₀)
    (hN : HasDerivAt (fun t => electronNumber T (μ t) (e t)) N' t₀) :
    HasDerivAt (fun t => (freeEnergy T (μ t) (e t) : ℂ))
      (∑ k, (fermi T (μ t₀) (e t₀ k) : ℂ) * pulayTerm H' S' (C t₀) (e t₀) k + μ t₀ * N') t₀ := by
  have hz := level_hasDerivAt orb hH hS hC
  have he : ∀ k, HasDerivAt (fun t => e t k) (pulayTerm H' S' (C t₀) (e t₀) k).re t₀ :=
    fun k => Complex.reCLM.hasFDerivAt.comp_hasDerivAt t₀ (hz k)
  -- the matrix elements are real, since the levels are
  have hre : ∀ k, ((pulayTerm H' S' (C t₀) (e t₀) k).re : ℂ) = pulayTerm H' S' (C t₀) (e t₀) k :=
    fun k => (he k).ofReal_comp.unique (hz k)
  have hf : ∀ k, DifferentiableAt ℝ (fun t => fermi T (μ t) (e t k)) t₀ := by
    intro k
    have hp : 1 + Real.exp ((e t₀ k - μ t₀) / T) ≠ 0 := by positivity
    exact (differentiableAt_const (1 : ℝ)).div ((differentiableAt_const (1 : ℝ)).add
      (((he k).differentiableAt.sub hμ).div_const T).exp) hp
  have hN' : N' = ∑ k, deriv (fun t => fermi T (μ t) (e t k)) t₀ :=
    hN.unique (HasDerivAt.fun_sum fun k _ => (hf k).hasDerivAt)
  have hA : HasDerivAt (fun t => freeEnergy T (μ t) (e t)) _ t₀ :=
    HasDerivAt.fun_sum fun k _ => levelFreeEnergy_hasDerivAt hT (he k) (hf k).hasDerivAt
  refine hA.ofReal_comp.congr_deriv ?_
  rw [hN', Finset.sum_add_distrib, ← Finset.mul_sum]
  simp only [Complex.ofReal_add, Complex.ofReal_mul, Complex.ofReal_sum, hre]
```

At constant electron number \(N'=0\), and the last term vanishes.

```lean
/-- At fixed temperature and constant electron number, the free energy with Fermi occupations has
derivative `∑ f_k c_kᴴ (H' - e_k S') c_k`. -/
theorem freeEnergy_hasDerivAt {T N : ℝ} (hT : 0 < T) {μ : ℝ → ℝ}
    (orb : ∀ t, IsOrbitalSet (H t) (S t) (C t) (e t))
    (hH : ∀ i j, HasDerivAt (fun t => H t i j) (H' i j) t₀)
    (hS : ∀ i j, HasDerivAt (fun t => S t i j) (S' i j) t₀)
    (hC : ∀ i k, ContinuousAt (fun t => C t i k) t₀) (hμ : DifferentiableAt ℝ μ t₀)
    (hN : ∀ t, electronNumber T (μ t) (e t) = N) :
    HasDerivAt (fun t => (freeEnergy T (μ t) (e t) : ℂ))
      (∑ k, (fermi T (μ t₀) (e t₀ k) : ℂ) * pulayTerm H' S' (C t₀) (e t₀) k) t₀ := by
  have h0 : HasDerivAt (fun t => electronNumber T (μ t) (e t)) 0 t₀ := by
    rw [funext hN]; exact hasDerivAt_const t₀ N
  refine (freeEnergy_hasDerivAt_open hT orb hH hS hC hμ h0).congr_deriv ?_
  rw [Complex.ofReal_zero, mul_zero, add_zero]
```

In the smallest case, one basis function and one orbital, \(e=H/S\) and \(|c|^2=1/S\), so the formula reads \(A'=f(H'-eS')/S=fe'\).

## The form used in a force routine

With \(P=\sum_kf_kc_kc_k^\dagger\) and \(W=\sum_kf_ke_kc_kc_k^\dagger\), cyclicity of the trace gives

\[ A'=\operatorname{Tr}(PH')-\operatorname{Tr}(WS'). \]

A code builds \(P\) and \(W\) once and contracts them with the derivative matrices for each coordinate; the electronic part of the force is \(-A'\), to which any repulsion between the nuclei adds its own term. A finite-difference check should difference \(A\), with \(\mu\) solved again at each displacement. In a self-consistent calculation \(H\) depends on the density, and the energy has further terms that this model leaves out.

```lean
omit [Fintype n] in
/-- The sum `∑ f_k c_kᴴ (H' - e_k S') c_k` equals `Tr (P H') - Tr (W S')`, with the density matrix
`P` weighted by `f_k` and the matrix `W` weighted by `f_k e_k`. -/
theorem sum_pulayTerm_eq_trace [Fintype n] (H' S' : Matrix n n ℂ) (C : Matrix n m ℂ)
    (e f : m → ℝ) :
    ∑ k, (f k : ℂ) * pulayTerm H' S' C e k =
      (weightedDensity C f * H').trace - (weightedDensity C (fun k => f k * e k) * S').trace := by
  have key : ∀ (w : m → ℝ) (X : Matrix n n ℂ),
      (weightedDensity C w * X).trace = ∑ k, (w k : ℂ) * (Cᴴ * X * C) k k := by
    intro w X
    have h : weightedDensity C w * X = C * (diagonal (fun k => (w k : ℂ)) * (Cᴴ * X)) := by
      simp only [weightedDensity, Matrix.mul_assoc]
    rw [h, Matrix.trace_mul_comm, Matrix.mul_assoc]
    simp only [Matrix.trace, Matrix.diag_apply, Matrix.diagonal_mul]
  rw [key, key, ← Finset.sum_sub_distrib]
  refine Finset.sum_congr rfl fun k _ => ?_
  simp only [pulayTerm, Matrix.mul_sub, Matrix.sub_mul, Matrix.mul_smul, Matrix.smul_mul,
    Matrix.sub_apply, Matrix.smul_apply, smul_eq_mul, Complex.ofReal_mul]
  ring
```

## Two orbitals with a moving overlap

A concrete model meets all the hypotheses for every \(T>0\). Its Hamiltonian has one moving entry.

```lean
/-- Hamiltonian of a two-orbital model at geometry `t`. -/
def modelH (t : ℝ) : Matrix (Fin 2) (Fin 2) ℂ := !![0, 0; 0, 2 * (t : ℂ)]
```

Its overlap depends on \(t\).

```lean
/-- Overlap matrix of the two-orbital model. -/
def modelS (t : ℝ) : Matrix (Fin 2) (Fin 2) ℂ := !![1, (t : ℂ); (t : ℂ), 1 + (t : ℂ) * t]
```

Its orbitals are \((1,0)\) and \((-t,1)\).

```lean
/-- Orbital coefficients of the two-orbital model. -/
def modelC (t : ℝ) : Matrix (Fin 2) (Fin 2) ℂ := !![1, -(t : ℂ); 0, 1]
```

The levels are \(0\) and \(2t\). With \(\mu=t\) they lie symmetrically about the chemical potential, so the occupations add to one. The formula then gives \(A'=2f_2=2/(1+e^{t/T})\), where \(f_2\) belongs to the level \(2t\). The overlap term happens to vanish in this model, because the first level is zero and \(c_2^\dagger S'c_2=-2t+2t=0\) for the second orbital.

```lean
/-- The two-orbital model with levels `0` and `2t` and chemical potential `t` has valid orbitals,
differentiable matrices, continuous coefficients and always one electron. -/
theorem model_witness (T t : ℝ) :
    IsOrbitalSet (modelH t) (modelS t) (modelC t) ![0, 2 * t] ∧
    (∀ i j, HasDerivAt (fun s => modelH s i j) ((!![0, 0; 0, 2] : Matrix _ _ ℂ) i j) t) ∧
    (∀ i j, HasDerivAt (fun s => modelS s i j)
      ((!![0, 1; 1, 2 * (t : ℂ)] : Matrix _ _ ℂ) i j) t) ∧
    (∀ i k, ContinuousAt (fun s => modelC s i k) t) ∧
    electronNumber T t ![0, 2 * t] = 1 := by
  have h : HasDerivAt (fun s : ℝ => (s : ℂ)) 1 t := by
    simpa using (hasDerivAt_id t).ofReal_comp
  have hH : HasDerivAt (fun s : ℝ => 2 * (s : ℂ)) 2 t :=
    (h.const_mul 2).congr_deriv (by ring)
  have hS : HasDerivAt (fun s : ℝ => 1 + (s : ℂ) * s) (2 * (t : ℂ)) t :=
    ((h.fun_mul h).const_add 1).congr_deriv (by ring)
  refine ⟨⟨?_, ?_, ?_, ?_⟩, ?_, ?_, ?_, ?_⟩
  · ext i j
    fin_cases i <;> fin_cases j <;> simp [modelH]
  · ext i j
    fin_cases i <;> fin_cases j <;> simp [modelS]
  · ext i j
    fin_cases i <;> fin_cases j <;>
      simp [modelS, modelC, Matrix.mul_apply, Fin.sum_univ_succ]
  · ext i j
    fin_cases i <;> fin_cases j <;>
      simp [modelH, modelS, modelC, Matrix.mul_apply, Fin.sum_univ_succ, Matrix.diagonal]
  · exact Fin.forall_fin_two.2 ⟨Fin.forall_fin_two.2 ⟨hasDerivAt_const t 0, hasDerivAt_const t 0⟩,
      Fin.forall_fin_two.2 ⟨hasDerivAt_const t 0, hH⟩⟩
  · exact Fin.forall_fin_two.2 ⟨Fin.forall_fin_two.2 ⟨hasDerivAt_const t 1, h⟩,
      Fin.forall_fin_two.2 ⟨h, hS⟩⟩
  · exact Fin.forall_fin_two.2 ⟨Fin.forall_fin_two.2 ⟨continuousAt_const, h.continuousAt.neg⟩,
      Fin.forall_fin_two.2 ⟨continuousAt_const, continuousAt_const⟩⟩
  · rw [electronNumber, Fin.sum_univ_two]
    change 1 / (1 + Real.exp ((0 - t) / T)) + 1 / (1 + Real.exp ((2 * t - t) / T)) = 1
    have h1 : (0 - t) / T = -(t / T) := by ring
    have h2 : (2 * t - t) / T = t / T := by ring
    rw [h1, h2, Real.exp_neg]
    have hx := Real.exp_pos (t / T)
    generalize Real.exp (t / T) = x at hx
    have hx1 : 1 + x ≠ 0 := by positivity
    have h3 : 1 / (1 + x⁻¹) = x / (1 + x) := by
      rw [div_eq_div_iff (by positivity) hx1]
      linear_combination -(mul_inv_cancel₀ hx.ne')
    rw [h3, ← add_div, add_comm x 1, div_self hx1]

end

end SmearedPulayForce
```

```lean
#print axioms SmearedPulayForce.freeEnergy_hasDerivAt
#print axioms SmearedPulayForce.sum_pulayTerm_eq_trace
```

```
'SmearedPulayForce.freeEnergy_hasDerivAt' depends on axioms: [propext, Classical.choice, Quot.sound]
'SmearedPulayForce.sum_pulayTerm_eq_trace' depends on axioms: [propext, Classical.choice, Quot.sound]
```
